# For F2 > 0, a p orbital repels itself most when it is real up to a phase and least when it is circular

Put two electrons of opposite spin into one orbital built from $p_x$ and $p_y$, and compare the combinations $(p_x+p_y)/\sqrt2$ and $(p_x+ip_y)/\sqrt2$. Their densities are

$$\tfrac12(p_x^2+p_y^2)+p_xp_y \qquad\text{and}\qquad \tfrac12(p_x^2+p_y^2).$$

The factor $i$ removes the interference term $p_xp_y$. Write $(ab|cd)$ for the Coulomb integral between the charge distributions $p_ap_b$ and $p_cp_d$. In terms of the full Slater integrals of the shell, written here $F_0$ and $F_2$ (often $F^0$ and $F^2$), with no factor $1/25$ absorbed into $F_2$,

$$(xx|xx)=(yy|yy)=F_0+\tfrac{4}{25}F_2,\quad (xx|yy)=F_0-\tfrac{2}{25}F_2,\quad (xy|xy)=\tfrac{3}{25}F_2,$$

and $(xx|xy)=(yy|xy)=0$. The second density therefore repels itself with energy

$$\tfrac14\left[(xx|xx)+(yy|yy)+2(xx|yy)\right]=F_0+\tfrac1{25}F_2.$$

The first has the additional term $(xy|xy)$, which gives $F_0+\tfrac4{25}F_2$. For $F_2>0$ these two values turn out to be the extremes over all normalised p orbitals.

```lean
import Mathlib

open ComplexConjugate

namespace POrbitalSelfRepulsion

noncomputable section
```

## Orbitals, integrals and the repulsion energy

Number the Cartesian directions $0,1,2$ for $x,y,z$. The Kronecker delta $\delta_{ij}$ is real-valued.

```lean
/-- The Kronecker delta on the three Cartesian directions. -/
def delta (i j : Fin 3) : ℝ := if i = j then 1 else 0
```

An orbital is a coefficient vector $c\in\mathbb C^3$, in Lean a function `Fin 3 → ℂ`. It is normalised when $N=\sum_i|c_i|^2=1$.

```lean
/-- The orbital with Cartesian coefficients `c` on `px, py, pz` has norm one. -/
def IsNormalized (c : Fin 3 → ℂ) : Prop := ∑ i, Complex.normSq (c i) = 1
```

The quantity that separates real from circular orbitals is $S=c\cdot c=\sum_i c_i^2$, with no conjugation. It equals $1$ for $p_x$ and $0$ for $(p_x+ip_y)/\sqrt2$.

```lean
/-- The product `c · c`, without complex conjugation. -/
def selfOverlap (c : Fin 3 → ℂ) : ℂ := ∑ i, c i * c i
```

All the two-electron integrals fit into one formula:

$$(ij|kl)=F_0\,\delta_{ij}\delta_{kl}+\tfrac{3F_2}{25}\left(\delta_{ik}\delta_{jl}+\delta_{il}\delta_{jk}-\tfrac23\delta_{ij}\delta_{kl}\right).$$

This is the physical input. It is taken as a definition and not derived from radial functions, and it describes a single p shell with one common radial function. Here $F_2$ is the full Slater integral, with the factor $1/25$ written out separately.

```lean
/-- The two-electron integral `(ij|kl)` over Cartesian p orbitals, in terms of the
Slater-Condon parameters `F0` and `F2`. -/
def coulombIntegral (F0 F2 : ℝ) (i j k l : Fin 3) : ℝ :=
  F0 * (delta i j * delta k l) + 3 * F2 / 25 *
    (delta i k * delta j l + delta i l * delta j k - 2 / 3 * (delta i j * delta k l))
```

The repulsion of two electrons in the orbital $c$ is

$$E(c)=\sum_{ijkl}\bar c_i c_j\,\bar c_k c_l\,(ij|kl).$$

Its Lean type is complex; the evaluation below shows that the value is real for normalised $c$.

```lean
/-- The Coulomb repulsion of two electrons that both occupy the orbital `c`. -/
def selfRepulsion (F0 F2 : ℝ) (c : Fin 3 → ℂ) : ℂ :=
  ∑ i, ∑ j, ∑ k, ∑ l,
    conj (c i) * c j * (conj (c k) * c l) * (coulombIntegral F0 F2 i j k l : ℂ)
```

The anisotropy of the density is described by the real matrix $Q_{ij}=\mathrm{Re}(c_i\bar c_j)-\delta_{ij}/3$, which is traceless for a normalised orbital and proportional to the quadrupole tensor of the charge.

```lean
/-- The quadrupole matrix `Re (c_i conj c_j) - δ_ij / 3` of the orbital `c`. -/
def quadrupole (c : Fin 3 → ℂ) : Matrix (Fin 3) (Fin 3) ℝ :=
  Matrix.of fun i j => (c i * conj (c j)).re - delta i j / 3
```

The mean orbital angular momentum, in units of $\hbar$, has components $L_0=2\,\mathrm{Im}(\bar c_1c_2)$ and its cyclic permutations. For $(p_x+ip_y)/\sqrt2$ this gives $L=(0,0,1)$.

```lean
/-- The expectation value of the orbital angular momentum vector in a normalised
orbital `c`, in units of ħ. -/
def angularMomentum (c : Fin 3 → ℂ) : Fin 3 → ℝ :=
  ![2 * (conj (c 1) * c 2).im, 2 * (conj (c 2) * c 0).im, 2 * (conj (c 0) * c 1).im]
```

## The squared quadrupole depends only on |c·c|

Split $c=a+ib$ with real vectors $a,b$, and let $P=aa^T+bb^T$, so that $Q=P-\mathbb 1/3$. Then

$$\mathrm{tr}P^2=|a|^4+|b|^4+2(a\cdot b)^2,\qquad |S|^2=(|a|^2-|b|^2)^2+4(a\cdot b)^2.$$

Since $N=|a|^2+|b|^2$, these combine to $\mathrm{tr}P^2=(N^2+|S|^2)/2$. With $N=1$,

$$\mathrm{tr}Q^2=\mathrm{tr}P^2-\tfrac23N+\tfrac13=\tfrac16+\tfrac12|S|^2.$$

```lean
/-- For a normalised orbital the squared quadrupole has trace `1/6 + |c · c|² / 2`. -/
theorem trace_quadrupole_sq {c : Fin 3 → ℂ} (h : IsNormalized c) :
    (quadrupole c * quadrupole c).trace = 1 / 6 + ‖selfOverlap c‖ ^ 2 / 2 := by
  simp only [IsNormalized, Fin.sum_univ_three, Complex.normSq_apply] at h
  rw [Complex.sq_norm]
  simp [Matrix.trace, Matrix.mul_apply, Fin.sum_univ_three, quadrupole, delta,
    selfOverlap, Complex.normSq_apply]
  linear_combination (((c 0).re * (c 0).re + (c 0).im * (c 0).im +
    ((c 1).re * (c 1).re + (c 1).im * (c 1).im) +
    ((c 2).re * (c 2).re + (c 2).im * (c 2).im)) / 2 - 1 / 6) * h
```

The `simp` call expands both sides into real and imaginary parts. The difference of the two sides is then $(N/2-1/6)(N-1)$, and `linear_combination` supplies the first factor.

## Contracting the integrals

In the fourfold sum, $\delta_{ij}\delta_{kl}$ gives $N^2$, $\delta_{ik}\delta_{jl}$ gives $\bar S S=|S|^2$, and $\delta_{il}\delta_{jk}$ gives $N^2$ again. Hence

$$E=F_0N^2+\tfrac{3F_2}{25}\left(|S|^2+\tfrac13N^2\right)=F_0+\tfrac{F_2}{25}\left(1+3|S|^2\right).$$

```lean
/-- The self-repulsion of a normalised p orbital is `F0 + F2 (1 + 3 |c · c|²) / 25`. -/
theorem selfRepulsion_eq (F0 F2 : ℝ) {c : Fin 3 → ℂ} (h : IsNormalized c) :
    selfRepulsion F0 F2 c =
      ((F0 + F2 * (1 + 3 * ‖selfOverlap c‖ ^ 2) / 25 : ℝ) : ℂ) := by
  -- contract the integrals, with the conjugate coefficients as an independent vector
  have key : ∀ d : Fin 3 → ℂ,
      ∑ i, ∑ j, ∑ k, ∑ l, d i * c j * (d k * c l) * (coulombIntegral F0 F2 i j k l : ℂ) =
        F0 * (d 0 * c 0 + d 1 * c 1 + d 2 * c 2) ^ 2 + 3 * F2 / 25 *
          ((d 0 * d 0 + d 1 * d 1 + d 2 * d 2) * (c 0 * c 0 + c 1 * c 1 + c 2 * c 2) +
            1 / 3 * (d 0 * c 0 + d 1 * c 1 + d 2 * c 2) ^ 2) := by
    intro d
    simp [coulombIntegral, delta, Fin.sum_univ_three]
    ring
  have hN : conj (c 0) * c 0 + conj (c 1) * c 1 + conj (c 2) * c 2 = 1 := by
    simp only [IsNormalized, Fin.sum_univ_three] at h
    simp only [← Complex.normSq_eq_conj_mul_self]
    exact_mod_cast h
  have hS : (conj (c 0) * conj (c 0) + conj (c 1) * conj (c 1) + conj (c 2) * conj (c 2)) *
      (c 0 * c 0 + c 1 * c 1 + c 2 * c 2) = ((‖selfOverlap c‖ ^ 2 : ℝ) : ℂ) := by
    rw [Complex.sq_norm, Complex.normSq_eq_conj_mul_self]
    simp only [selfOverlap, Fin.sum_univ_three, map_add, map_mul]
  have k := key (fun i => conj (c i))
  beta_reduce at k
  unfold selfRepulsion
  rw [k, hN, hS]
  push_cast
  ring
```

The auxiliary statement `key` does the contraction with an arbitrary vector $d$ in place of $\bar c$, which makes it a polynomial identity for `ring`. Setting $d=\bar c$, `hN` inserts the normalisation and `hS` identifies $\bar SS$ with $|S|^2$.

Substituting $|S|^2=2\,\mathrm{tr}Q^2-\tfrac13$ turns $1+3|S|^2$ into $6\,\mathrm{tr}Q^2$, so

$$E=F_0+\tfrac{6}{25}F_2\,\mathrm{tr}Q^2.$$

```lean
/-- The self-repulsion of a normalised p orbital is `F0` plus `6 F2 / 25` times the trace
of its squared quadrupole matrix. -/
theorem selfRepulsion_eq_quadrupole (F0 F2 : ℝ) {c : Fin 3 → ℂ} (h : IsNormalized c) :
    selfRepulsion F0 F2 c =
      ((F0 + 6 / 25 * F2 * (quadrupole c * quadrupole c).trace : ℝ) : ℂ) := by
  rw [selfRepulsion_eq F0 F2 h, trace_quadrupole_sq h]
  congr 1
  ring
```

Neither energy formula needs a sign condition on $F_2$.

## Angular momentum and |c·c| share a fixed total

In terms of $a$ and $b$, the angular momentum is $L=2\,a\times b$. Lagrange's identity gives $|L|^2=4|a|^2|b|^2-4(a\cdot b)^2$, and therefore

$$|L|^2+|S|^2=(|a|^2+|b|^2)^2=N^2=1.$$

In particular $|S|\le1$.

```lean
/-- In a normalised p orbital the squared length of the mean angular momentum and
`|c · c|²` add up to one. -/
theorem angularMomentum_sq_add {c : Fin 3 → ℂ} (h : IsNormalized c) :
    ∑ k, angularMomentum c k ^ 2 + ‖selfOverlap c‖ ^ 2 = 1 := by
  simp only [IsNormalized, Fin.sum_univ_three, Complex.normSq_apply] at h
  rw [Complex.sq_norm]
  simp [angularMomentum, selfOverlap, Fin.sum_univ_three, Complex.normSq_apply]
  linear_combination ((c 0).re * (c 0).re + (c 0).im * (c 0).im +
    ((c 1).re * (c 1).re + (c 1).im * (c 1).im) +
    ((c 2).re * (c 2).re + (c 2).im * (c 2).im) + 1) * h
```

After expansion into components the remaining difference is $N^2-1=(N+1)(N-1)$, which is the combination given to Lean.

## When |c·c| = 1, one phase makes every coefficient real

Suppose $|S|=1$. Choose $z$ with $z^2=S$, so $|z|=1$, and set $w_i=\bar z c_i$. Then

$$\sum_i w_i^2=\bar z^2z^2=1,\qquad \sum_i|w_i|^2=1.$$

The real part of the first equation is $\sum_i\left[(\mathrm{Re}\,w_i)^2-(\mathrm{Im}\,w_i)^2\right]=1$. Subtracting it from the second leaves $2\sum_i(\mathrm{Im}\,w_i)^2=0$, so every $w_i$ is real and $c_i=zw_i$.

Conversely, if $c_i=zv_i$ with $v$ real and $|z|=1$, normalisation gives $\sum_iv_i^2=1$. Hence $S=z^2$ and $|S|=1$.

```lean
/-- A normalised orbital has `|c · c| = 1` exactly when it is a phase times a real vector. -/
theorem norm_selfOverlap_eq_one_iff {c : Fin 3 → ℂ} (h : IsNormalized c) :
    ‖selfOverlap c‖ = 1 ↔ ∃ (z : ℂ) (v : Fin 3 → ℝ), ‖z‖ = 1 ∧ ∀ i, c i = z * v i := by
  simp only [IsNormalized, Fin.sum_univ_three] at h
  constructor
  · intro hS
    -- the phase is a square root of `c · c`
    obtain ⟨z, hz⟩ := IsAlgClosed.exists_pow_nat_eq (selfOverlap c) (n := 2) (by norm_num)
    have hz2 : ‖z‖ ^ 2 = 1 := by rw [← norm_pow, hz, hS]
    have hz1 : ‖z‖ = 1 := (pow_eq_one_iff_of_nonneg (norm_nonneg z) two_ne_zero).1 hz2
    have hzn : Complex.normSq z = 1 := by rw [Complex.normSq_eq_norm_sq, hz2]
    have hzz : conj z * z = 1 := by
      rw [← Complex.normSq_eq_conj_mul_self, hzn, Complex.ofReal_one]
    simp only [selfOverlap, Fin.sum_univ_three] at hz
    -- squares and squared moduli with the same sum force real components
    have real : ∀ w : Fin 3 → ℂ, w 0 * w 0 + w 1 * w 1 + w 2 * w 2 = 1 →
        Complex.normSq (w 0) + Complex.normSq (w 1) + Complex.normSq (w 2) = 1 →
        ∀ i, (w i).im = 0 := by
      intro w h1 h2 i
      have h3 := congrArg Complex.re h1
      simp only [Complex.add_re, Complex.mul_re, Complex.one_re] at h3
      simp only [Complex.normSq_apply] at h2
      have p0 := sq_nonneg (w 0).im
      have p1 := sq_nonneg (w 1).im
      have p2 := sq_nonneg (w 2).im
      have q0 : (w 0).im = 0 := (pow_eq_zero_iff two_ne_zero).1 (by linarith)
      have q1 : (w 1).im = 0 := (pow_eq_zero_iff two_ne_zero).1 (by linarith)
      have q2 : (w 2).im = 0 := (pow_eq_zero_iff two_ne_zero).1 (by linarith)
      fin_cases i
      · exact q0
      · exact q1
      · exact q2
    have him := real (fun i => conj z * c i)
      (by linear_combination (-(conj z) ^ 2) * hz + (conj z * z + 1) * hzz)
      (by simpa only [Complex.normSq_mul, Complex.normSq_conj, hzn, one_mul] using h)
    refine ⟨z, fun i => (conj z * c i).re, hz1, fun i => ?_⟩
    have e : (((conj z * c i).re : ℝ) : ℂ) = conj z * c i :=
      Complex.ext (Complex.ofReal_re _) ((Complex.ofReal_im _).trans (him i).symm)
    rw [e]
    linear_combination (-(c i)) * hzz
  · rintro ⟨z, v, hz, hc⟩
    have hzn : Complex.normSq z = 1 := by rw [Complex.normSq_eq_norm_sq, hz, one_pow]
    simp only [hc, Complex.normSq_mul, Complex.normSq_ofReal, hzn, one_mul] at h
    have hv : (v 0 : ℂ) * v 0 + v 1 * v 1 + v 2 * v 2 = 1 := by exact_mod_cast h
    have hs : selfOverlap c = z ^ 2 := by
      simp only [selfOverlap, Fin.sum_univ_three, hc]
      linear_combination z ^ 2 * hv
    rw [hs, norm_pow, hz, one_pow]
```

The square root comes from `IsAlgClosed.exists_pow_nat_eq`. The statement `real` contains the argument about imaginary parts and is applied to $w=\bar zc$; the real vector returned is the real part of $w$.

## The largest repulsion

Let $F_2>0$. This is the sign of the physical Slater integral, whose integrand is the positive kernel $r_<^2/r_>^3$ weighted by radial densities. At $F_2=0$ every normalised orbital has the same energy, so $F_2\ge0$ would not suffice for the characterisations of the extremes.

The energy increases with $|S|^2\le1$. An orbital with $|S|=1$ is therefore maximal. Conversely, a maximal orbital must do at least as well as $p_x$, for which $S=1$, and this forces $|S|=1$. By the previous result, the maximal orbitals are exactly those of the form phase times real vector.

```lean
/-- For `F2 > 0` a normalised p orbital has the largest self-repulsion among all normalised
p orbitals exactly when it is a phase times a real vector. -/
theorem maximal_iff_real (F0 : ℝ) {F2 : ℝ} (hF : 0 < F2) {c : Fin 3 → ℂ}
    (h : IsNormalized c) :
    (∀ d, IsNormalized d → (selfRepulsion F0 F2 d).re ≤ (selfRepulsion F0 F2 c).re) ↔
      ∃ (z : ℂ) (v : Fin 3 → ℝ), ‖z‖ = 1 ∧ ∀ i, c i = z * v i := by
  have bound : ∀ d, IsNormalized d → ‖selfOverlap d‖ ^ 2 ≤ 1 := fun d hd => by
    have h1 := angularMomentum_sq_add hd
    have h2 : 0 ≤ ∑ k, angularMomentum d k ^ 2 := Finset.sum_nonneg fun k _ => sq_nonneg _
    linarith
  rw [← norm_selfOverlap_eq_one_iff h]
  constructor
  · intro H
    -- compare with the real orbital `px`
    have hd : IsNormalized ![1, 0, 0] := by simp [IsNormalized, Fin.sum_univ_three]
    have hs : selfOverlap ![1, 0, 0] = 1 := by simp [selfOverlap, Fin.sum_univ_three]
    have H1 := H _ hd
    rw [selfRepulsion_eq F0 F2 hd, selfRepulsion_eq F0 F2 h, Complex.ofReal_re,
      Complex.ofReal_re, hs, norm_one] at H1
    have h1 : 1 ≤ ‖selfOverlap c‖ ^ 2 := by
      by_contra hlt
      nlinarith [mul_pos hF (sub_pos.2 (lt_of_not_ge hlt))]
    exact (pow_eq_one_iff_of_nonneg (norm_nonneg _) two_ne_zero).1
      (le_antisymm (bound c h) h1)
  · intro hS d hd
    rw [selfRepulsion_eq F0 F2 hd, selfRepulsion_eq F0 F2 h, Complex.ofReal_re,
      Complex.ofReal_re, hS]
    nlinarith [mul_nonneg hF.le (sub_nonneg.2 (bound d hd))]
```

Maximality is stated as a comparison with every normalised `d`, using the real parts of the energies; nothing is lost, since `selfRepulsion_eq` shows that these energies are real. The bound $|S|^2\le1$ is obtained from the angular momentum identity, and `nlinarith` handles multiplication by the positive $F_2$.

For a doubly occupied p orbital with a fixed radial function, restricting an electronic-structure calculation to real coefficients on $p_x,p_y,p_z$ thus holds the Coulomb repulsion between the two electrons in that orbital at its maximum, $F_0+\tfrac4{25}F_2$.

## The smallest repulsion

Since $|S|^2\ge0$, an orbital with $S=0$ is minimal. Conversely, a minimal orbital must do at least as well as a circular one, for which $S=0$; a nonzero $S$ would give it a strictly larger energy.

The condition $S=0$ means $|a|=|b|$ and $a\perp b$, which is what "circular" means here.

```lean
/-- For `F2 > 0` a normalised p orbital has the smallest self-repulsion among all normalised
p orbitals exactly when `c · c = 0`. -/
theorem minimal_iff_selfOverlap (F0 : ℝ) {F2 : ℝ} (hF : 0 < F2) {c : Fin 3 → ℂ}
    (h : IsNormalized c) :
    (∀ d, IsNormalized d → (selfRepulsion F0 F2 c).re ≤ (selfRepulsion F0 F2 d).re) ↔
      selfOverlap c = 0 := by
  constructor
  · intro H
    -- compare with a circular orbital in the xy plane
    have hd : IsNormalized ![⟨1 / 2, 1 / 2⟩, ⟨1 / 2, -1 / 2⟩, 0] := by
      norm_num [IsNormalized, Fin.sum_univ_three, Complex.normSq_apply]
      simp
    have hs : selfOverlap ![⟨1 / 2, 1 / 2⟩, ⟨1 / 2, -1 / 2⟩, 0] = 0 := by
      norm_num [selfOverlap, Fin.sum_univ_three, Complex.ext_iff]
      simp
    have H1 := H _ hd
    rw [selfRepulsion_eq F0 F2 hd, selfRepulsion_eq F0 F2 h, Complex.ofReal_re,
      Complex.ofReal_re, hs, norm_zero] at H1
    by_contra hne
    have hp : 0 < ‖selfOverlap c‖ ^ 2 := pow_pos (norm_pos_iff.2 hne) 2
    nlinarith [mul_pos hF hp]
  · intro hS d hd
    rw [selfRepulsion_eq F0 F2 hd, selfRepulsion_eq F0 F2 h, Complex.ofReal_re,
      Complex.ofReal_re, hS, norm_zero]
    nlinarith [mul_nonneg hF.le (sq_nonneg ‖selfOverlap d‖)]
```

The comparison orbital in the proof is $\left(\tfrac{1+i}2,\tfrac{1-i}2,0\right)$. It equals $(p_x-ip_y)/\sqrt2$ up to a phase and is already normalised, with no square root in its coefficients.

Because $|L|^2+|S|^2=1$, the condition $S=0$ is equivalent to $|L|=1$. The minimal orbitals are thus exactly those whose mean angular momentum has length $\hbar$. An orbital with $0<|L|<1$ also carries a current, but its repulsion lies strictly between the extremes.

```lean
/-- For `F2 > 0` a normalised p orbital has the smallest self-repulsion among all normalised
p orbitals exactly when its mean angular momentum vector has length one, in units of ħ. -/
theorem minimal_iff_angularMomentum (F0 : ℝ) {F2 : ℝ} (hF : 0 < F2) {c : Fin 3 → ℂ}
    (h : IsNormalized c) :
    (∀ d, IsNormalized d → (selfRepulsion F0 F2 c).re ≤ (selfRepulsion F0 F2 d).re) ↔
      ∑ k, angularMomentum c k ^ 2 = 1 := by
  rw [minimal_iff_selfOverlap F0 hF h]
  have hL := angularMomentum_sq_add h
  constructor
  · intro hS
    rw [hS, norm_zero] at hL
    linarith
  · intro h1
    exact norm_eq_zero.1 ((pow_eq_zero_iff two_ne_zero).1 (by linarith))

end

end POrbitalSelfRepulsion
```

The Lean statement writes the length condition as $\sum_kL_k^2=1$. Its proof rewrites minimality as $S=0$ and reads both directions from the angular momentum identity.

```lean
#print axioms POrbitalSelfRepulsion.selfRepulsion_eq_quadrupole
-- 'POrbitalSelfRepulsion.selfRepulsion_eq_quadrupole' depends on axioms: [propext, Classical.choice, Quot.sound]
#print axioms POrbitalSelfRepulsion.maximal_iff_real
-- 'POrbitalSelfRepulsion.maximal_iff_real' depends on axioms: [propext, Classical.choice, Quot.sound]
#print axioms POrbitalSelfRepulsion.minimal_iff_angularMomentum
-- 'POrbitalSelfRepulsion.minimal_iff_angularMomentum' depends on axioms: [propext, Classical.choice, Quot.sound]
```
